# Truncating the inverse overlap matrix of two monomers at second order: the error is exactly $s^3/(1-s)$ for $s<1$

In symmetry-adapted perturbation theory, the first-order exchange energy between two single-determinant monomers can be computed with the inverse of the overlap matrix of their occupied orbitals, or approximated by expanding that inverse to second order in the intermonomer overlap. Let the orbitals be real and orthonormal within each monomer, let $S$ be the block of overlaps between those of monomer A (rows) and those of monomer B (columns), and let

$$N=\begin{pmatrix}0&S\\S^T&0\end{pmatrix},\qquad s=\|S\|,$$

where $\|\cdot\|$ is the operator norm belonging to Euclidean length. The full overlap matrix is $1+N$, and the expansion replaces $(1+N)^{-1}$ by $1-N+N^2$. If $s<1$, the difference has operator norm exactly $s^3/(1-s)$. This measures the error in the matrix for finite sets of real orbitals; the error in the energy also depends on the integrals with which the matrix is contracted. Moreover, the energy contains products of two elements of the inverse, and the usual $S^2$ approximation drops the higher-order terms of these products too.

## Real orbitals, orthonormal within each monomer

Orthonormality within a monomer puts identity blocks on the diagonal of the overlap matrix, so $N$ has zero diagonal blocks. In Lean this is built into the definition `interOverlap`. The types `m` and `n` label the orbitals of A and B, and `m ⊕ n` labels all of them together. Complex orbitals would need the conjugate transpose in place of `Sᵀ`.

```lean
import Mathlib

open Matrix
open scoped Matrix.Norms.L2Operator

namespace OverlapExpansion

variable {m n : Type*} [Fintype m] [Fintype n] [DecidableEq m] [DecidableEq n]

/-- The intermonomer overlap `N`: the block `S` couples the orbitals of one monomer to those
of the other, and the diagonal blocks vanish. -/
def interOverlap (S : Matrix m n ℝ) : Matrix (m ⊕ n) (m ⊕ n) ℝ :=
  fromBlocks 0 S Sᵀ 0
```

The zero diagonal blocks matter for the equality. Suppose $S=0$ but one A orbital has squared length $1+d$, with $0<d<1$. The deviation from the identity then has norm $d$, while the truncation error is $d^3/(1+d)$, not $d^3/(1-d)$. Orbitals that are not orthonormal within a monomer must be orthonormalised first.

## Finitely many orbitals

With finitely many orbitals the unit ball is compact, so $|Sv|$ has a maximum on it. Hence there is a $v$ with $|v|\le1$ and $|Sv|\ge s$, and this vector later shows that the error bound is reached. In infinite dimension it may not exist: a diagonal $S$ whose entries increase towards $s$ without reaching it has norm $s$, but stretches no unit vector by that factor.

The line `open scoped Matrix.Norms.L2Operator` selects the operator norm. Vectors are plain functions whose squared length is written `x ⬝ᵥ x`, and `norm_sq_toLp` identifies this with the Euclidean norm squared. Then `dot_mulVec_le` states $|Ax|^2\le\|A\|^2|x|^2$, and `norm_attained` is the compactness argument.

```lean
omit [DecidableEq n] in
/-- The squared Euclidean length of a real coefficient vector is its dot product with itself. -/
theorem norm_sq_toLp (x : n → ℝ) : ‖WithLp.toLp 2 x‖ ^ 2 = x ⬝ᵥ x := by
  rw [EuclideanSpace.norm_sq_eq]
  simp [dotProduct, sq]

omit [DecidableEq m] in
/-- A matrix stretches a vector by at most its operator norm. -/
theorem dot_mulVec_le (A : Matrix m n ℝ) (x : n → ℝ) :
    (A *ᵥ x) ⬝ᵥ (A *ᵥ x) ≤ ‖A‖ ^ 2 * (x ⬝ᵥ x) := by
  have h : ‖WithLp.toLp 2 (A *ᵥ x)‖ ≤ ‖A‖ * ‖WithLp.toLp 2 x‖ :=
    Matrix.l2_opNorm_mulVec A (WithLp.toLp 2 x)
  rw [← norm_sq_toLp, ← norm_sq_toLp, ← mul_pow]
  exact pow_le_pow_left₀ (norm_nonneg _) h 2

omit [DecidableEq m] in
/-- Some vector of length at most one is stretched to at least the operator norm. -/
theorem norm_attained (A : Matrix m n ℝ) :
    ∃ v : n → ℝ, v ⬝ᵥ v ≤ 1 ∧ ‖A‖ ^ 2 ≤ (A *ᵥ v) ⬝ᵥ (A *ᵥ v) := by
  let f : EuclideanSpace ℝ n →L[ℝ] EuclideanSpace ℝ m :=
    LinearMap.toContinuousLinearMap (Matrix.toEuclideanLin A)
  have hA : ‖A‖ = ‖f‖ := Matrix.l2_opNorm_def A
  -- the unit ball is compact, so the stretched length has a maximum on it
  obtain ⟨v, hv, hmax⟩ := (isCompact_closedBall (0 : EuclideanSpace ℝ n) 1).exists_isMaxOn
    ⟨0, by simp⟩ f.continuous.norm.continuousOn
  have hle : ‖f‖ ≤ ‖f v‖ := ContinuousLinearMap.opNorm_le_of_unit_norm (norm_nonneg _)
    fun x hx => isMaxOn_iff.mp hmax x (by simp [hx])
  have hv1 : ‖v‖ ≤ 1 := by simpa using hv
  refine ⟨v.ofLp, ?_, ?_⟩
  · rw [← norm_sq_toLp]
    exact pow_le_one₀ (norm_nonneg _) hv1
  · rw [← norm_sq_toLp, hA]
    exact pow_le_pow_left₀ (norm_nonneg _) hle 2
```

## Linear independence across the monomers: $s<1$

When both monomers have orbitals, $s$ is the largest overlap between a normalised combination of A orbitals and a normalised combination of B orbitals. It equals one exactly when the two spans share a nonzero function, so $s<1$ says that the combined set is linearly independent. Small entries do not guarantee this: the $2\times2$ block with every entry $\tfrac12$ has $s=1$.

The condition acts through $N$. For $x=(a,b)$ we have $Nx=(Sb,S^Ta)$, and since $\|S^T\|=\|S\|$,

$$|Nx|^2=|Sb|^2+|S^Ta|^2\le s^2(|a|^2+|b|^2)=s^2|x|^2 .$$

So $\|N\|\le s$. The lemma below splits both squared lengths into monomer parts in the same way.

```lean
/-- The intermonomer overlap has operator norm at most that of the block `S`. -/
theorem norm_interOverlap_le (S : Matrix m n ℝ) : ‖interOverlap S‖ ≤ ‖S‖ := by
  obtain ⟨x, hx, hN⟩ := norm_attained (interOverlap S)
  have hT : ‖Sᵀ‖ = ‖S‖ := by
    rw [← conjTranspose_eq_transpose_of_trivial]
    exact Matrix.l2_opNorm_conjTranspose S
  have h1 := dot_mulVec_le S (x ∘ Sum.inr)
  have h2 := dot_mulVec_le Sᵀ (x ∘ Sum.inl)
  rw [hT] at h2
  -- both squared lengths split into the two monomer parts
  have hs : x ⬝ᵥ x = (x ∘ Sum.inl) ⬝ᵥ (x ∘ Sum.inl) + (x ∘ Sum.inr) ⬝ᵥ (x ∘ Sum.inr) := by
    simp [dotProduct, Fintype.sum_sum_type]
  have hNx : (interOverlap S *ᵥ x) ⬝ᵥ (interOverlap S *ᵥ x) =
      (S *ᵥ (x ∘ Sum.inr)) ⬝ᵥ (S *ᵥ (x ∘ Sum.inr)) +
      (Sᵀ *ᵥ (x ∘ Sum.inl)) ⬝ᵥ (Sᵀ *ᵥ (x ∘ Sum.inl)) := by
    simp [interOverlap, fromBlocks_mulVec, dotProduct, Fintype.sum_sum_type]
  rw [hs] at hx
  rw [hNx] at hN
  refine (sq_le_sq₀ (norm_nonneg _) (norm_nonneg _)).mp ?_
  nlinarith [mul_le_mul_of_nonneg_left hx (sq_nonneg ‖S‖)]
```

The determinant needs no bound on $s$. Multiplying by a block-triangular matrix of determinant one gives

$$\begin{pmatrix}1&S\\S^T&1\end{pmatrix}\begin{pmatrix}1&0\\-S^T&1\end{pmatrix}=\begin{pmatrix}1-SS^T&S\\0&1\end{pmatrix},$$

hence $\det(1+N)=\det(1-SS^T)$. Using $\begin{pmatrix}1&-S\\0&1\end{pmatrix}$ as the second factor gives $\det(1-S^TS)$ in the same way. Lean takes both identities from Mathlib's block-determinant lemmas.

```lean
/-- The determinant of the full overlap matrix reduces to a determinant over the orbitals of
either monomer. -/
theorem det_one_add_interOverlap (S : Matrix m n ℝ) :
    (1 + interOverlap S).det = (1 - S * Sᵀ).det ∧
    (1 + interOverlap S).det = (1 - Sᵀ * S).det := by
  have h : 1 + interOverlap S = fromBlocks 1 S Sᵀ 1 := by
    rw [interOverlap, ← fromBlocks_one, fromBlocks_add]
    simp
  rw [h]
  exact ⟨det_fromBlocks_one₂₂ _ _ _, det_fromBlocks_one₁₁ _ _ _⟩
```

Invertibility follows from $s<1$. If $(1+N)v=0$ with $v\ne0$, then $Nv=-v$, and $|v|^2=|Nv|^2\le s^2|v|^2<|v|^2$, a contradiction. By the determinant identities, $P=(1-SS^T)^{-1}$ and $Q=(1-S^TS)^{-1}$ then exist as well, and

$$(1+N)^{-1}=\begin{pmatrix}P&-SQ\\-S^TP&Q\end{pmatrix}.$$

To check this, multiply by $1+N$ from the left. The diagonal blocks are $P-SS^TP=1$ and $-S^TSQ+Q=1$; the off-diagonal ones are $-SQ+SQ=0$ and $S^TP-S^TP=0$.

In `inverse_blocks`, `IsUnit` states invertibility, so `⁻¹` is a true inverse there. The proof excludes a kernel vector, transfers the nonzero determinant to the two smaller matrices and checks the product block by block.

```lean
/-- If `S` has operator norm below one, the full overlap matrix is invertible, and its inverse
has the four blocks shown. -/
theorem inverse_blocks (S : Matrix m n ℝ) (h : ‖S‖ < 1) :
    IsUnit (1 + interOverlap S) ∧
    (1 + interOverlap S)⁻¹ = fromBlocks
      (1 - S * Sᵀ)⁻¹ (-(S * (1 - Sᵀ * S)⁻¹))
      (-(Sᵀ * (1 - S * Sᵀ)⁻¹)) (1 - Sᵀ * S)⁻¹ := by
  have hU : IsUnit (1 + interOverlap S).det := by
    rw [isUnit_iff_ne_zero]
    intro h0
    -- a kernel vector would keep its length under `N`
    obtain ⟨v, hv, hz⟩ := Matrix.exists_mulVec_eq_zero_iff.mpr h0
    rw [Matrix.add_mulVec, Matrix.one_mulVec] at hz
    have hle := dot_mulVec_le (interOverlap S) v
    rw [eq_neg_of_add_eq_zero_right hz, neg_dotProduct_neg] at hle
    have h0v : 0 ≤ v ⬝ᵥ v := by rw [← norm_sq_toLp]; positivity
    have hp : 0 < v ⬝ᵥ v := lt_of_le_of_ne h0v (Ne.symm (mt dotProduct_self_eq_zero.mp hv))
    have h1 : ‖interOverlap S‖ ^ 2 < 1 := by
      nlinarith [norm_nonneg (interOverlap S), norm_interOverlap_le S]
    nlinarith [mul_pos (sub_pos.mpr h1) hp]
  have hP : IsUnit (1 - S * Sᵀ).det := by rw [← (det_one_add_interOverlap S).1]; exact hU
  have hQ : IsUnit (1 - Sᵀ * S).det := by rw [← (det_one_add_interOverlap S).2]; exact hU
  have eP := mul_nonsing_inv _ hP
  have eQ := mul_nonsing_inv _ hQ
  rw [Matrix.sub_mul, Matrix.one_mul, Matrix.mul_assoc] at eP eQ
  refine ⟨(Matrix.isUnit_iff_isUnit_det _).2 hU, inv_eq_right_inv ?_⟩
  rw [interOverlap, ← fromBlocks_one, fromBlocks_add, fromBlocks_multiply, fromBlocks_inj]
  refine ⟨?_, by simp, by simp, ?_⟩
  · simp only [add_zero, zero_add, Matrix.one_mul, Matrix.mul_neg, ← sub_eq_add_neg]
    exact eP
  · simp only [add_zero, zero_add, Matrix.one_mul, Matrix.mul_neg]
    rw [neg_add_eq_sub]
    exact eQ
```

Without the condition the inverse can fail to exist. For one orbital on each monomer and $S=(1)$, the two orbitals coincide and

$$1+N=\begin{pmatrix}1&1\\1&1\end{pmatrix}$$

is singular.

## A nonzero overlap, assumed only to construct the eigenvector

The exact error comes from an eigenvector of $N$ with eigenvalue $-s$. Take $S\neq0$ and the vector $v$ found above, with $|v|\le1$ and $|Sv|\ge s$. Since $|S^TSv|\le s|Sv|$,

$$\begin{aligned}|S^TSv-s^2v|^2&=|S^TSv|^2-2s^2|Sv|^2+s^4|v|^2\\&\le s^2\left(s^2|v|^2-|Sv|^2\right)\le0 .\end{aligned}$$

So $S^TSv=s^2v$. For $x=(Sv,-sv)$ this gives

$$Nx=(-sSv,\;s^2v)=-s\,x ,$$

and $x\ne0$ because $|Sv|\ge s>0$. The inequalities also force $|v|=1$ and $|Sv|=s$, so the normalised eigenvector is $(Sv/s,-v)/\sqrt2$: the out-of-phase combination of the two normalised functions, one from the span of each monomer's orbitals, that overlap most strongly. Lean works with the unnormalised $x$. In its proof, `h3` expands the square, `h4` shows that it vanishes, and `hw` is the resulting equation for $v$.

```lean
/-- For a nonzero block `S`, the intermonomer overlap has the eigenvalue `-‖S‖`. -/
theorem exists_eigenvector (S : Matrix m n ℝ) (hS : S ≠ 0) :
    ∃ x : m ⊕ n → ℝ, x ≠ 0 ∧ interOverlap S *ᵥ x = (-‖S‖) • x := by
  obtain ⟨v, hv, hSv⟩ := norm_attained S
  have hs : 0 < ‖S‖ := norm_pos_iff.mpr hS
  have hT : ‖Sᵀ‖ = ‖S‖ := by
    rw [← conjTranspose_eq_transpose_of_trivial]
    exact Matrix.l2_opNorm_conjTranspose S
  -- a maximally stretched vector is a singular vector
  have hw : Sᵀ *ᵥ (S *ᵥ v) = ‖S‖ ^ 2 • v := by
    have h1 := dot_mulVec_le Sᵀ (S *ᵥ v)
    rw [hT] at h1
    have h2 : (Sᵀ *ᵥ (S *ᵥ v)) ⬝ᵥ v = (S *ᵥ v) ⬝ᵥ (S *ᵥ v) := by
      rw [Matrix.mulVec_transpose, ← Matrix.dotProduct_mulVec]
    generalize Sᵀ *ᵥ (S *ᵥ v) = u at h1 h2 ⊢
    have h3 : (u - ‖S‖ ^ 2 • v) ⬝ᵥ (u - ‖S‖ ^ 2 • v) =
        u ⬝ᵥ u - 2 * ‖S‖ ^ 2 * (u ⬝ᵥ v) + (‖S‖ ^ 2) ^ 2 * (v ⬝ᵥ v) := by
      simp only [sub_dotProduct, dotProduct_sub, smul_dotProduct, dotProduct_smul, smul_eq_mul]
      rw [dotProduct_comm v u]
      ring
    have h4 : (u - ‖S‖ ^ 2 • v) ⬝ᵥ (u - ‖S‖ ^ 2 • v) = 0 := by
      apply le_antisymm
      · rw [h3, h2]
        nlinarith [mul_le_mul_of_nonneg_left hSv (sq_nonneg ‖S‖),
          mul_le_mul_of_nonneg_left hv (sq_nonneg (‖S‖ ^ 2))]
      · rw [← norm_sq_toLp]
        positivity
    exact sub_eq_zero.mp (dotProduct_self_eq_zero.mp h4)
  refine ⟨Sum.elim (S *ᵥ v) (-(‖S‖ • v)), ?_, ?_⟩
  · intro h0
    have hz : S *ᵥ v = 0 := funext fun i => congrFun h0 (Sum.inl i)
    rw [hz, zero_dotProduct] at hSv
    exact absurd hSv (not_le_of_gt (by positivity))
  · rw [interOverlap, fromBlocks_mulVec]
    simp only [Sum.elim_comp_inl, Sum.elim_comp_inr, Matrix.zero_mulVec, zero_add, add_zero,
      Matrix.mulVec_neg, Matrix.mulVec_smul, smul_zero, neg_zero, hw]
    ext (i | i)
    · simp
    · simp only [Sum.elim_inr, Pi.smul_apply, Pi.neg_apply, smul_eq_mul]
      ring
```

If $S=0$, the vector $x$ built this way is zero, but the truncation is then exact and the error formula reads $0=0$. The theorem therefore does not assume $S\ne0$.

## Both bounds on the truncation error

Write $R=(1+N)^{-1}$ and $E=R-(1-N+N^2)$. Because $(1-N+N^2)(1+N)=1+N^3$, we have $1-N+N^2=(1+N^3)R$ and so $E=-N^3R$. From $(1+N)R=1$ follows $R=1-NR$, hence $\|R\|\le1+s\|R\|$ and $\|R\|\le1/(1-s)$. Together,

$$\|E\|\le\|N\|^3\|R\|\le\frac{s^3}{1-s}.$$

For the opposite inequality with $S\neq0$, apply $E(1+N)=-N^3$ to the eigenvector $x$. Since $(1+N)x=(1-s)x$ and $-N^3x=s^3x$,

$$(1-s)\,Ex=s^3x,$$

so $E$ stretches $x$ by exactly $s^3/(1-s)$.

The condition $s<1$ enters here a second time, when the inequalities are divided by $1-s$. For the $1\times1$ matrix $S=(2)$, which is not an overlap of normalised orbitals, $1+N$ is invertible, yet the formula would give the norm $-8$.

In `truncation_error`, `le_antisymm` separates the two bounds. In the first half, `hE` is $E=-N^3R$ and `hb` is the estimate for $R$. In the second, `hm` is $E(1+N)=-N^3$ and `hEx` is its action on $x$; the case $S=0$ is treated separately.

```lean
/-- If `S` has operator norm `s < 1`, truncating the inverse overlap matrix after second order
in the overlap makes an error of operator norm exactly `s ^ 3 / (1 - s)`. -/
theorem truncation_error (S : Matrix m n ℝ) (h : ‖S‖ < 1) :
    ‖(1 + interOverlap S)⁻¹ - (1 - interOverlap S + interOverlap S ^ 2)‖ =
      ‖S‖ ^ 3 / (1 - ‖S‖) := by
  have hU := (Matrix.isUnit_iff_isUnit_det _).1 (inverse_blocks S h).1
  have hR := mul_nonsing_inv _ hU
  have hR' := nonsing_inv_mul _ hU
  have hN := norm_interOverlap_le S
  have hd : 0 < 1 - ‖S‖ := sub_pos.mpr h
  have hev := exists_eigenvector S
  generalize (1 + interOverlap S)⁻¹ = R at hR hR' ⊢
  generalize interOverlap S = N at hR hR' hN hev ⊢
  apply le_antisymm
  · -- upper bound: the error is `-N³R`, and `R = 1 - NR` bounds `R`
    have hE : R - (1 - N + N ^ 2) = -(N ^ 3 * R) := by
      have h1 : 1 - N + N ^ 2 = (1 + N ^ 3) * R := by
        calc 1 - N + N ^ 2 = (1 - N + N ^ 2) * ((1 + N) * R) := by rw [hR, mul_one]
          _ = (1 + N ^ 3) * R := by noncomm_ring
      rw [h1]
      noncomm_ring
    have hone : ‖(1 : Matrix (m ⊕ n) (m ⊕ n) ℝ)‖ ≤ 1 := by
      obtain ⟨v, hv, h1⟩ := norm_attained (1 : Matrix (m ⊕ n) (m ⊕ n) ℝ)
      rw [Matrix.one_mulVec] at h1
      nlinarith
    have e : R = 1 - N * R := by linear_combination (norm := noncomm_ring) hR
    have hb : ‖R‖ ≤ 1 + ‖S‖ * ‖R‖ :=
      calc ‖R‖ = ‖1 - N * R‖ := congrArg norm e
        _ ≤ ‖(1 : Matrix (m ⊕ n) (m ⊕ n) ℝ)‖ + ‖N * R‖ := norm_sub_le _ _
        _ ≤ 1 + ‖S‖ * ‖R‖ := add_le_add hone
          ((norm_mul_le _ _).trans (mul_le_mul_of_nonneg_right hN (norm_nonneg _)))
    have h3 : ‖N ^ 3 * R‖ ≤ ‖S‖ ^ 3 * ‖R‖ :=
      (norm_mul_le _ _).trans (mul_le_mul_of_nonneg_right
        ((norm_pow_le' N (by norm_num)).trans (pow_le_pow_left₀ (norm_nonneg _) hN 3))
        (norm_nonneg _))
    rw [hE, norm_neg, le_div_iff₀ hd]
    nlinarith [mul_le_mul_of_nonneg_right h3 hd.le,
      mul_le_mul_of_nonneg_left hb (pow_nonneg (norm_nonneg S) 3)]
  · -- lower bound: evaluate the error on the eigenvector of `N` at `-‖S‖`
    by_cases hS : S = 0
    · simp [hS]
    obtain ⟨x, hx0, hx⟩ := hev hS
    have hm : (R - (1 - N + N ^ 2)) * (1 + N) = -(N * (N * N)) := by
      linear_combination (norm := noncomm_ring) hR'
    generalize R - (1 - N + N ^ 2) = E at hm ⊢
    have hEx : (1 - ‖S‖) • (E *ᵥ x) = ‖S‖ ^ 3 • x := by
      have h1 : (1 + N) *ᵥ x = (1 - ‖S‖) • x := by
        rw [Matrix.add_mulVec, Matrix.one_mulVec, hx]
        module
      rw [← Matrix.mulVec_smul, ← h1, Matrix.mulVec_mulVec, hm]
      simp only [Matrix.neg_mulVec, ← Matrix.mulVec_mulVec, Matrix.mulVec_smul, hx]
      module
    have hle := dot_mulVec_le E x
    have h5 := congrArg (fun y => y ⬝ᵥ y) hEx
    simp only [smul_dotProduct, dotProduct_smul, smul_eq_mul] at h5
    have h0x : 0 ≤ x ⬝ᵥ x := by rw [← norm_sq_toLp]; positivity
    have hp : 0 < x ⬝ᵥ x := lt_of_le_of_ne h0x (Ne.symm (mt dotProduct_self_eq_zero.mp hx0))
    rw [div_le_iff₀ hd]
    refine (sq_le_sq₀ (by positivity) (mul_nonneg (norm_nonneg _) hd.le)).mp ?_
    refine le_of_mul_le_mul_right ?_ hp
    nlinarith [mul_le_mul_of_nonneg_left hle (sq_nonneg (1 - ‖S‖))]
```

## One orbital on each monomer

For $S=(s)$, where $s$ now denotes the signed overlap, so that $\|S\|=|s|$, and $|s|<1$, the error can be written out:

$$E=\frac{1}{1-s^2}\begin{pmatrix}s^4&-s^3\\-s^3&s^4\end{pmatrix}.$$

Its norm is $(s^4+|s|^3)/(1-s^2)=|s|^3/(1-|s|)$, in agreement with the general formula. The third-order error sits in the off-diagonal elements, while the diagonal ones are wrong only at fourth order. An overlap of $0.1$ gives an error norm of about $0.0011$; an overlap of $0.5$ gives $0.25$.

The corollary `truncation_error_scalar` obtains the norm from the general theorem, after showing that the $1\times1$ matrix `!![s]` has norm $|s|$.

```lean
/-- For one orbital on each monomer with overlap `s`, `|s| < 1`, the second-order truncation
error has operator norm `|s| ^ 3 / (1 - |s|)`. -/
theorem truncation_error_scalar (s : ℝ) (h : |s| < 1) :
    ‖(1 + interOverlap !![s])⁻¹ - (1 - interOverlap !![s] + interOverlap !![s] ^ 2)‖ =
      |s| ^ 3 / (1 - |s|) := by
  have hd : !![s] = diagonal (fun _ : Fin 1 => s) := by
    ext i j
    fin_cases i
    fin_cases j
    simp
  have hS : ‖!![s]‖ = |s| := by
    rw [hd, Matrix.l2_opNorm_diagonal, pi_norm_const, Real.norm_eq_abs]
  rw [truncation_error _ (by rw [hS]; exact h), hS]

end OverlapExpansion
```

```lean
#print axioms OverlapExpansion.truncation_error
-- 'OverlapExpansion.truncation_error' depends on axioms: [propext, Classical.choice, Quot.sound]
#print axioms OverlapExpansion.truncation_error_scalar
-- 'OverlapExpansion.truncation_error_scalar' depends on axioms: [propext, Classical.choice, Quot.sound]
```
